# In the SSH chain, the average quantum metric diverges inversely with the gap

## Where the orbitals sit

The quantum metric of a Bloch band depends on the orbital positions assigned to the basis. In the Su–Schrieffer–Heeger (SSH) chain two real hoppings alternate, $v$ within a cell and $w$ between cells. Here neighbouring sites are $a/2$ apart, with $a$ the lattice constant, so the hoppings enter through

$$h(k)=v\,e^{ika/2}+w\,e^{-ika/2},\qquad H=\begin{pmatrix}0&\bar h\\h&0\end{pmatrix}.$$

Since $\det(H-E)=E^2-|h|^2$, the energies are $\pm|h|$. With $q=h/|h|$, the state $u=(1,-q)/\sqrt2$ satisfies $Hu=(-|h|,h)/\sqrt2=-|h|u$.

For this non-interacting two-band chain with an open gap, and with each orbital treated as a point at its site, the zone average of the metric is the smallest spread (position variance) of the lower band's Wannier functions.

## Metric, average and limit

Let $D=v^2+w^2+2vw\cos ka$ and $g=|u'|^2-|\langle u,u'\rangle|^2$.

- `ssh_metric`: if $v^2\ne w^2$, then $g=a^2(v^2-w^2)^2/(16D^2)$ at every $k$.
- `ssh_average_metric`: if also $a>0$, the average over $[0,2\pi/a]$ is $a^2(v^2+w^2)/(16|v^2-w^2|)$.
- `ssh_gap`: if $vw\ge0$ and $a\ne0$, the minimum of $2|h|$ is $2|v-w|$.
- `ssh_metric_divergence`: for $v,a>0$, gap times average tends to $a^2v/8$ as $w\to v$.

The condition `v ^ 2 ≠ w ^ 2` means an open gap; it allows either sign and one vanishing hopping. In Lean, `lowerBand` is $u$, `quantumMetric` uses its actual derivative, and `zoneAverage` is the integral divided by $2\pi/a$. The filter `𝓝[≠] v` lets $w$ approach $v$ from both sides, excluding $w=v$.

## From a turning phase to the average

Since $|h|'=\mathrm{Re}(\bar hh')/|h|$,

$$q'=\frac{h'}{|h|}-\frac{h\,\mathrm{Re}(\bar hh')}{|h|^3}=ipq,\qquad p=\frac{\mathrm{Im}(\bar hh')}{|h|^2}.$$

Thus $u'=(0,-ipq)/\sqrt2$, $|u'|^2=p^2/2$ and $\langle u,u'\rangle=ip/2$, so $g=p^2/2-p^2/4=p^2/4$.

For SSH with $v^2\ne w^2$, $h=(v+w)\cos\frac{ka}2+i(v-w)\sin\frac{ka}2$. Hence

$$|h|^2=\tfrac12\left[(1+\cos ka)(v+w)^2+(1-\cos ka)(v-w)^2\right]=D>0,$$

and $\mathrm{Im}(\bar hh')=\frac a2(v^2-w^2)$. This gives $p=a(v^2-w^2)/(2D)$ and the stated metric.

For the average, put $x=ka$, $A=v^2+w^2$, $\delta=v^2-w^2$, and first take $|w|<|v|$. Define

$$F=x-2\arctan\frac{w\sin x}{v+w\cos x},\qquad S=\frac{2vw\sin x}{D}.$$

The arctangent has derivative $(w^2+vw\cos x)/D$, so $F'=\delta/D$. Using $2vw\cos x=D-A$,

$$S'=\frac{(D-A)D+4v^2w^2-(D-A)^2}{D^2}=\frac{AD-\delta^2}{D^2}.$$

Therefore $(AF/\delta-S)/\delta^2$ has derivative $1/D^2$. Over a period $F$ grows by $2\pi$ and $S$ returns to zero, so the integral is $2\pi A/\delta^3$. Exchanging $v$ and $w$ covers the other case and replaces $\delta^3$ by $|\delta|^3$. The average is

$$\frac1{2\pi}\,\frac{a^2\delta^2}{16}\,\frac{2\pi A}{|\delta|^3}=\frac{a^2A}{16|\delta|}.$$

For $vw\ge0$, $D=(v-w)^2+2vw(1+\cos ka)\ge(v-w)^2$, with equality at $k=\pi/a$. For $v,w>0$ with $v\ne w$, gap times average is $a^2(v^2+w^2)/(8(v+w))\to a^2v/8$.

## Numbers, and another choice of positions

For $v=2$, $w=1$, $a=1$, the metric is $9/(16\cdot81)=1/144$ at $k=0$ and $9/16$ at $k=\pi$. Its average is $5/48$ and the gap is $2$.

If both orbitals of a cell are placed at the same point, $h$ becomes $v+we^{-ika}$. The same argument then gives the metric $a^2(w^2+vw\cos ka)^2/(4D^2)$.

## The Lean file

```lean
import Mathlib

open Matrix Filter Topology ComplexConjugate

namespace SSHQuantumMetric

noncomputable section

/-- Two-band Bloch Hamiltonian with sublattice symmetry and off-diagonal element `z`. -/
def blochH (z : ℂ) : Matrix (Fin 2) (Fin 2) ℂ := !![0, conj z; z, 0]

/-- The Bloch state `(1, -h/|h|)/√2`, for wave numbers at which `h k ≠ 0`. -/
def lowerBand (h : ℝ → ℂ) (k : ℝ) : Fin 2 → ℂ :=
  ![1 / ((√2 : ℝ) : ℂ), -(h k / (‖h k‖ : ℂ)) / ((√2 : ℝ) : ℂ)]

/-- Quantum metric `|u'|² - |⟨u, u'⟩|²` of a differentiable family of normalised states. -/
def quantumMetric (u : ℝ → Fin 2 → ℂ) (k : ℝ) : ℝ :=
  (∑ i, ‖deriv u k i‖ ^ 2) - ‖star (u k) ⬝ᵥ deriv u k‖ ^ 2

/-- Rate `Im(z* z')/|z|²` at which the phase of `z ≠ 0` turns when `z` moves with velocity `z'`. -/
def phaseVelocity (z z' : ℂ) : ℝ := (z.re * z'.im - z.im * z'.re) / ‖z‖ ^ 2

/-- SSH off-diagonal element `h(k) = v exp(ika/2) + w exp(-ika/2)`. -/
def hopping (v w a k : ℝ) : ℂ :=
  v * Complex.exp (((k * a / 2 : ℝ) : ℂ) * Complex.I) +
    w * Complex.exp (((-(k * a / 2) : ℝ) : ℂ) * Complex.I)

/-- Average over the Brillouin zone `[0, 2π/a]`, for lattice constant `a > 0`. -/
def zoneAverage (a : ℝ) (f : ℝ → ℝ) : ℝ :=
  (∫ k in (0 : ℝ)..(2 * Real.pi / a), f k) / (2 * Real.pi / a)

/-- Where `h k ≠ 0`, the band energies are `±|h k|`, and `lowerBand` is an eigenstate with
energy `-|h k|`. -/
theorem band_energies (h : ℝ → ℂ) (k : ℝ) (h0 : h k ≠ 0) :
    (∀ E : ℝ, (blochH (h k) - (E : ℂ) • 1).det = 0 ↔ E = ‖h k‖ ∨ E = -‖h k‖) ∧
    blochH (h k) *ᵥ lowerBand h k = (-(‖h k‖ : ℂ)) • lowerBand h k := by
  have hN : (‖h k‖ : ℂ) ≠ 0 := by exact_mod_cast norm_ne_zero_iff.2 h0
  have hz : h k * conj (h k) = (‖h k‖ : ℂ) ^ 2 := by
    rw [Complex.mul_conj, Complex.normSq_eq_norm_sq, Complex.ofReal_pow]
  constructor
  · intro E
    have hdet : (blochH (h k) - (E : ℂ) • 1).det = ((E ^ 2 - ‖h k‖ ^ 2 : ℝ) : ℂ) := by
      rw [Matrix.det_fin_two]
      simp only [blochH, Matrix.sub_apply, Matrix.smul_apply, Matrix.one_apply, smul_eq_mul]
      push_cast
      change (0 - (E : ℂ) * 1) * (0 - (E : ℂ) * 1) -
        (conj (h k) - (E : ℂ) * 0) * (h k - (E : ℂ) * 0) = _
      linear_combination -hz
    rw [hdet, Complex.ofReal_eq_zero, sub_eq_zero, sq_eq_sq_iff_eq_or_eq_neg]
  · have h1 : conj (h k) * (h k / (‖h k‖ : ℂ)) = ‖h k‖ := by
      rw [← mul_div_assoc, div_eq_iff hN]
      linear_combination hz
    have h2 : (‖h k‖ : ℂ) * (h k / (‖h k‖ : ℂ)) = h k := by field_simp
    ext i
    simp only [Matrix.mulVec, dotProduct, Fin.sum_univ_two, Pi.smul_apply, smul_eq_mul]
    fin_cases i
    · change 0 * (1 / ((√2 : ℝ) : ℂ)) + conj (h k) * (-(h k / (‖h k‖ : ℂ)) / ((√2 : ℝ) : ℂ))
        = -(‖h k‖ : ℂ) * (1 / ((√2 : ℝ) : ℂ))
      linear_combination (-(1 / ((√2 : ℝ) : ℂ))) * h1
    · change h k * (1 / ((√2 : ℝ) : ℂ)) + 0 * (-(h k / (‖h k‖ : ℂ)) / ((√2 : ℝ) : ℂ))
        = -(‖h k‖ : ℂ) * (-(h k / (‖h k‖ : ℂ)) / ((√2 : ℝ) : ℂ))
      linear_combination (-(1 / ((√2 : ℝ) : ℂ))) * h2

/-- Where `h` is differentiable and nonzero, the phase factor `h/|h|` turns at the rate
`phaseVelocity`. -/
theorem hasDerivAt_phase {h : ℝ → ℂ} {h' : ℂ} {k : ℝ} (hh : HasDerivAt h h' k)
    (h0 : h k ≠ 0) : HasDerivAt (fun x => h x / (‖h x‖ : ℂ))
      (Complex.I * (phaseVelocity (h k) h' : ℂ) * (h k / (‖h k‖ : ℂ))) k := by
  have hN : ‖h k‖ ≠ 0 := norm_ne_zero_iff.2 h0
  have hNc : (‖h k‖ : ℂ) ≠ 0 := by exact_mod_cast hN
  have e : ∀ z : ℂ, ‖z‖ = √(z.re * z.re + z.im * z.im) := fun z => by
    rw [← Complex.normSq_apply, ← Complex.sq_norm, Real.sqrt_sq (norm_nonneg z)]
  have hre : HasDerivAt (fun x => (h x).re) h'.re k :=
    Complex.reCLM.hasFDerivAt.comp_hasDerivAt k hh
  have him : HasDerivAt (fun x => (h x).im) h'.im k :=
    Complex.imCLM.hasFDerivAt.comp_hasDerivAt k hh
  -- the derivative of the modulus
  have hn : HasDerivAt (fun x => ‖h x‖)
      (((h k).re * h'.re + (h k).im * h'.im) / ‖h k‖) k := by
    have hs := ((hre.fun_mul hre).fun_add (him.fun_mul him)).sqrt (by
      rw [← Complex.normSq_apply]
      exact (Complex.normSq_pos.2 h0).ne')
    simp only [← e] at hs
    refine hs.congr_deriv ?_
    rw [div_eq_div_iff (mul_ne_zero two_ne_zero hN) hN]
    ring
  have hN2 : (‖h k‖ : ℂ) ^ 2 = (((h k).re * (h k).re + (h k).im * (h k).im : ℝ) : ℂ) := by
    rw [← Complex.normSq_apply, ← Complex.sq_norm, Complex.ofReal_pow]
  have key : h' * (‖h k‖ : ℂ) ^ 2 - h k * (((h k).re * h'.re + (h k).im * h'.im : ℝ) : ℂ)
      = Complex.I * (((h k).re * h'.im - (h k).im * h'.re : ℝ) : ℂ) * h k := by
    rw [hN2]
    apply Complex.ext <;> simp only [Complex.sub_re, Complex.sub_im, Complex.mul_re,
      Complex.mul_im, Complex.ofReal_re, Complex.ofReal_im, Complex.I_re, Complex.I_im] <;> ring
  refine (hh.fun_div hn.ofReal_comp hNc).congr_deriv ?_
  simp only [phaseVelocity, Complex.ofReal_div, Complex.ofReal_pow]
  generalize (((h k).re * h'.re + (h k).im * h'.im : ℝ) : ℂ) = x at key ⊢
  generalize (((h k).re * h'.im - (h k).im * h'.re : ℝ) : ℂ) = y at key ⊢
  calc _ = (h' * (‖h k‖ : ℂ) ^ 2 - h k * x) / (‖h k‖ : ℂ) ^ 3 := by field_simp
    _ = Complex.I * y * h k / (‖h k‖ : ℂ) ^ 3 := by rw [key]
    _ = _ := by field_simp

/-- Where `h` is differentiable and nonzero, the quantum metric of `lowerBand` is one quarter
of the squared phase velocity of `h`. -/
theorem metric_eq_phaseVelocity {h : ℝ → ℂ} {h' : ℂ} {k : ℝ} (hh : HasDerivAt h h' k)
    (h0 : h k ≠ 0) : quantumMetric (lowerBand h) k = phaseVelocity (h k) h' ^ 2 / 4 := by
  have hq := hasDerivAt_phase hh h0
  have hu : HasDerivAt (lowerBand h) ![0, -(Complex.I * (phaseVelocity (h k) h' : ℂ) *
      (h k / (‖h k‖ : ℂ))) / ((√2 : ℝ) : ℂ)] k := by
    refine hasDerivAt_pi.2 fun i => ?_
    fin_cases i
    · exact hasDerivAt_const k (1 / ((√2 : ℝ) : ℂ))
    · exact hq.fun_neg.div_const _
  have hn : ‖h k / (‖h k‖ : ℂ)‖ = 1 := by
    rw [norm_div, Complex.norm_real, norm_norm, div_self (norm_ne_zero_iff.2 h0)]
  have key : ∀ (q : ℂ) (p : ℝ), ‖q‖ = 1 →
      (‖(0 : ℂ)‖ ^ 2 + ‖-(Complex.I * (p : ℂ) * q) / ((√2 : ℝ) : ℂ)‖ ^ 2) -
      ‖star (1 / ((√2 : ℝ) : ℂ)) * 0 + star (-q / ((√2 : ℝ) : ℂ)) *
        (-(Complex.I * (p : ℂ) * q) / ((√2 : ℝ) : ℂ))‖ ^ 2 = p ^ 2 / 4 := by
    intro q p hq1
    have h2 : (0 : ℝ) ≤ 2 := by norm_num
    simp only [mul_zero, zero_add, norm_zero, norm_mul, norm_star, norm_div, norm_neg, hq1,
      Complex.norm_I, Complex.norm_real, Real.norm_eq_abs, mul_pow, div_pow, sq_abs,
      Real.sq_sqrt h2, one_pow, one_mul, mul_one]
    ring
  unfold quantumMetric
  rw [hu.deriv]
  simp only [dotProduct, Fin.sum_univ_two, Pi.star_apply]
  exact key (h k / (‖h k‖ : ℂ)) (phaseVelocity (h k) h') hn

/-- Real and imaginary parts of the SSH off-diagonal element. -/
theorem hopping_eq (v w a k : ℝ) : hopping v w a k =
    (((v + w) * Real.cos (k * a / 2) : ℝ) : ℂ) +
      (((v - w) * Real.sin (k * a / 2) : ℝ) : ℂ) * Complex.I := by
  apply Complex.ext <;> simp only [hopping, Complex.add_re, Complex.add_im,
    Complex.re_ofReal_mul, Complex.im_ofReal_mul, Complex.exp_ofReal_mul_I_re,
    Complex.exp_ofReal_mul_I_im, Real.cos_neg, Real.sin_neg, Complex.ofReal_re,
    Complex.ofReal_im, Complex.I_re, Complex.I_im] <;> ring

/-- The squared SSH band energy is `v² + w² + 2vw cos ka`. -/
theorem hopping_norm_sq (v w a k : ℝ) :
    ‖hopping v w a k‖ ^ 2 = v ^ 2 + w ^ 2 + 2 * v * w * Real.cos (k * a) := by
  have hc : Real.cos (k * a) = 2 * Real.cos (k * a / 2) ^ 2 - 1 := by
    rw [← Real.cos_two_mul]
    congr 1
    ring
  rw [Complex.sq_norm, Complex.normSq_apply, hopping_eq, hc]
  simp only [Complex.add_re, Complex.add_im, Complex.re_ofReal_mul, Complex.im_ofReal_mul,
    Complex.ofReal_re, Complex.ofReal_im, Complex.I_re, Complex.I_im]
  linear_combination (v - w) ^ 2 * Real.sin_sq_add_cos_sq (k * a / 2)

/-- Quantum metric of the lower SSH band at every wave number, for `v² ≠ w²`. -/
theorem ssh_metric {v w : ℝ} (hvw : v ^ 2 ≠ w ^ 2) (a k : ℝ) :
    quantumMetric (lowerBand (hopping v w a)) k = a ^ 2 * (v ^ 2 - w ^ 2) ^ 2 /
      (16 * (v ^ 2 + w ^ 2 + 2 * v * w * Real.cos (k * a)) ^ 2) := by
  -- the gap is open at every wave number
  have h0 : hopping v w a k ≠ 0 := by
    intro hz
    have hD := hopping_norm_sq v w a k
    rw [hz, norm_zero] at hD
    have hp : 0 < (v + w) ^ 2 := by
      refine sq_pos_of_ne_zero fun h => hvw ?_
      linear_combination (v - w) * h
    have hm : 0 < (v - w) ^ 2 := by
      refine sq_pos_of_ne_zero fun h => hvw ?_
      linear_combination (v + w) * h
    have c1 := Real.neg_one_le_cos (k * a)
    have c2 := Real.cos_le_one (k * a)
    rcases le_total (Real.cos (k * a)) 0 with hc | hc
    · nlinarith [mul_pos (by linarith : 0 < 1 - Real.cos (k * a)) hm,
        mul_nonneg (by linarith : 0 ≤ 1 + Real.cos (k * a)) hp.le]
    · nlinarith [mul_pos (by linarith : 0 < 1 + Real.cos (k * a)) hp,
        mul_nonneg (by linarith : 0 ≤ 1 - Real.cos (k * a)) hm.le]
  have ht : HasDerivAt (fun x : ℝ => x * a / 2) (a / 2) k := by
    simpa using ((hasDerivAt_id' k).mul_const a).div_const 2
  have hd := (ht.cos.const_mul (v + w)).ofReal_comp.fun_add
    ((ht.sin.const_mul (v - w)).ofReal_comp.mul_const Complex.I)
  rw [← funext (hopping_eq v w a)] at hd
  have hnum : (v + w) * Real.cos (k * a / 2) * ((v - w) * (Real.cos (k * a / 2) * (a / 2))) -
      (v - w) * Real.sin (k * a / 2) * ((v + w) * (-Real.sin (k * a / 2) * (a / 2))) =
      a / 2 * (v ^ 2 - w ^ 2) := by
    linear_combination (a / 2 * (v ^ 2 - w ^ 2)) * Real.sin_sq_add_cos_sq (k * a / 2)
  rw [metric_eq_phaseVelocity hd h0, phaseVelocity, hopping_norm_sq, hopping_eq]
  simp only [Complex.add_re, Complex.add_im, Complex.re_ofReal_mul, Complex.im_ofReal_mul,
    Complex.ofReal_re, Complex.ofReal_im, Complex.I_re, Complex.I_im, mul_zero, mul_one,
    add_zero, zero_add]
  rw [hnum]
  generalize v ^ 2 + w ^ 2 + 2 * v * w * Real.cos (k * a) = D
  ring

/-- Integral of the inverse fourth power of the band energy over one period, for `v² ≠ w²`. -/
theorem integral_inv_sq {v w : ℝ} (hvw : v ^ 2 ≠ w ^ 2) :
    ∫ x in (0 : ℝ)..(2 * Real.pi), 1 / (v ^ 2 + w ^ 2 + 2 * v * w * Real.cos x) ^ 2 =
      2 * Real.pi * (v ^ 2 + w ^ 2) / |v ^ 2 - w ^ 2| ^ 3 := by
  have aux : ∀ v w : ℝ, w ^ 2 < v ^ 2 →
      ∫ x in (0 : ℝ)..(2 * Real.pi), 1 / (v ^ 2 + w ^ 2 + 2 * v * w * Real.cos x) ^ 2 =
        2 * Real.pi * (v ^ 2 + w ^ 2) / (v ^ 2 - w ^ 2) ^ 3 := by
    intro v w h
    have hδ : v ^ 2 - w ^ 2 ≠ 0 := (sub_pos.2 h).ne'
    have hE : ∀ x, v + w * Real.cos x ≠ 0 := by
      intro x hx
      have h1 : v ^ 2 = w ^ 2 * Real.cos x ^ 2 := by
        linear_combination (v - w * Real.cos x) * hx
      have h2 := mul_le_of_le_one_right (sq_nonneg w) (Real.cos_sq_le_one x)
      linarith
    have hED : ∀ x, (v + w * Real.cos x) ^ 2 + (w * Real.sin x) ^ 2 =
        v ^ 2 + w ^ 2 + 2 * v * w * Real.cos x := fun x => by
      linear_combination w ^ 2 * Real.sin_sq_add_cos_sq x
    have hD : ∀ x, v ^ 2 + w ^ 2 + 2 * v * w * Real.cos x ≠ 0 := fun x => by
      rw [← hED x]
      have := sq_pos_of_ne_zero (hE x)
      positivity
    -- up to a constant, the arctangent is a smooth phase of `v + w exp(ix)`
    have h1 : ∀ x, HasDerivAt
        (fun x => x - 2 * Real.arctan (w * Real.sin x / (v + w * Real.cos x)))
        ((v ^ 2 - w ^ 2) / (v ^ 2 + w ^ 2 + 2 * v * w * Real.cos x)) x := by
      intro x
      have ht := (((Real.hasDerivAt_sin x).const_mul w).fun_div
        (((Real.hasDerivAt_cos x).const_mul w).const_add v) (hE x)).arctan
      refine ((hasDerivAt_id' x).fun_sub (ht.const_mul 2)).congr_deriv ?_
      have e1 : 1 + (w * Real.sin x / (v + w * Real.cos x)) ^ 2 =
          (v ^ 2 + w ^ 2 + 2 * v * w * Real.cos x) / (v + w * Real.cos x) ^ 2 := by
        rw [← hED x, div_pow, add_div, div_self (pow_ne_zero 2 (hE x))]
      have e2 : w * Real.cos x * (v + w * Real.cos x) - w * Real.sin x * (w * -Real.sin x) =
          w ^ 2 + v * w * Real.cos x := by
        linear_combination w ^ 2 * Real.sin_sq_add_cos_sq x
      have e3 : ∀ E D n : ℝ, E ≠ 0 → 1 / (D / E ^ 2) * (n / E ^ 2) = n / D := by
        intro E D n hE
        field_simp
      have e4 := div_mul_cancel₀ (w ^ 2 + v * w * Real.cos x) (hD x)
      rw [e1, e2, e3 _ _ _ (hE x), eq_div_iff (hD x)]
      linear_combination (-2) * e4
    have h2 : ∀ x, HasDerivAt
        (fun x => 2 * v * w * Real.sin x / (v ^ 2 + w ^ 2 + 2 * v * w * Real.cos x))
        (((v ^ 2 + w ^ 2) * (v ^ 2 + w ^ 2 + 2 * v * w * Real.cos x) - (v ^ 2 - w ^ 2) ^ 2) /
          (v ^ 2 + w ^ 2 + 2 * v * w * Real.cos x) ^ 2) x := by
      intro x
      refine (((Real.hasDerivAt_sin x).const_mul (2 * v * w)).fun_div
        (((Real.hasDerivAt_cos x).const_mul (2 * v * w)).const_add (v ^ 2 + w ^ 2))
        (hD x)).congr_deriv ?_
      congr 1
      linear_combination (2 * v * w) ^ 2 * Real.sin_sq_add_cos_sq x
    have alg : ∀ A D d : ℝ, D ≠ 0 → d ≠ 0 →
        (A * (d / D) / d - (A * D - d ^ 2) / D ^ 2) / d ^ 2 = 1 / D ^ 2 := by
      intro A D d hD hd
      field_simp
      ring
    have hG := fun x => ((((h1 x).const_mul (v ^ 2 + w ^ 2)).div_const
      (v ^ 2 - w ^ 2)).fun_sub (h2 x)).div_const ((v ^ 2 - w ^ 2) ^ 2) |>.congr_deriv
        (alg _ _ _ (hD x) hδ)
    have hcont : Continuous fun x : ℝ =>
        1 / (v ^ 2 + w ^ 2 + 2 * v * w * Real.cos x) ^ 2 :=
      continuous_const.div (by fun_prop) fun x => pow_ne_zero 2 (hD x)
    rw [intervalIntegral.integral_eq_sub_of_hasDerivAt (fun x _ => hG x)
      (hcont.intervalIntegrable _ _)]
    simp only [Real.sin_two_pi, Real.sin_zero, mul_zero, zero_div, Real.arctan_zero, sub_zero]
    generalize v ^ 2 - w ^ 2 = d
    ring
  rcases lt_or_gt_of_ne hvw with h | h
  · rw [abs_of_neg (sub_neg.2 h), neg_sub, add_comm (v ^ 2) (w ^ 2),
      show 2 * v * w = 2 * w * v by ring]
    exact aux w v h
  · rw [abs_of_pos (sub_pos.2 h)]
    exact aux v w h

/-- Brillouin-zone average of the quantum metric of the lower SSH band, for `v² ≠ w²` and
lattice constant `a > 0`. -/
theorem ssh_average_metric {v w a : ℝ} (hvw : v ^ 2 ≠ w ^ 2) (ha : 0 < a) :
    zoneAverage a (quantumMetric (lowerBand (hopping v w a))) =
      a ^ 2 * (v ^ 2 + w ^ 2) / (16 * |v ^ 2 - w ^ 2|) := by
  have hm : ∀ k, quantumMetric (lowerBand (hopping v w a)) k =
      a ^ 2 * (v ^ 2 - w ^ 2) ^ 2 / 16 *
        (1 / (v ^ 2 + w ^ 2 + 2 * v * w * Real.cos (k * a)) ^ 2) := by
    intro k
    rw [ssh_metric hvw]
    generalize v ^ 2 + w ^ 2 + 2 * v * w * Real.cos (k * a) = D
    ring
  -- substitute x = ka
  have hs : ∫ k in (0 : ℝ)..(2 * Real.pi / a),
      1 / (v ^ 2 + w ^ 2 + 2 * v * w * Real.cos (k * a)) ^ 2 =
      a⁻¹ • ∫ x in (0 * a)..(2 * Real.pi / a * a),
        1 / (v ^ 2 + w ^ 2 + 2 * v * w * Real.cos x) ^ 2 :=
    intervalIntegral.integral_comp_mul_right
      (fun x => 1 / (v ^ 2 + w ^ 2 + 2 * v * w * Real.cos x) ^ 2) ha.ne'
  have hd : |v ^ 2 - w ^ 2| ≠ 0 := abs_ne_zero.2 (sub_ne_zero.2 hvw)
  have hpi := Real.pi_ne_zero
  simp only [zoneAverage, hm]
  rw [intervalIntegral.integral_const_mul, hs, zero_mul, div_mul_cancel₀ _ ha.ne',
    integral_inv_sq hvw, smul_eq_mul, ← sq_abs (v ^ 2 - w ^ 2)]
  generalize |v ^ 2 - w ^ 2| = d at hd ⊢
  field_simp

/-- For hoppings with `vw ≥ 0` and `a ≠ 0`, the smallest band separation `2|h(k)|` is
`2|v - w|`. -/
theorem ssh_gap {v w a : ℝ} (hvw : 0 ≤ v * w) (ha : a ≠ 0) :
    IsLeast (Set.range fun k => 2 * ‖hopping v w a k‖) (2 * |v - w|) := by
  constructor
  · refine ⟨Real.pi / a, ?_⟩
    have h : ‖hopping v w a (Real.pi / a)‖ = |v - w| := by
      refine (sq_eq_sq₀ (norm_nonneg _) (abs_nonneg _)).1 ?_
      rw [hopping_norm_sq, sq_abs, div_mul_cancel₀ _ ha, Real.cos_pi]
      ring
    simp only [h]
  · rintro _ ⟨k, rfl⟩
    have h : |v - w| ≤ ‖hopping v w a k‖ := by
      refine abs_le_of_sq_le_sq ?_ (norm_nonneg _)
      rw [hopping_norm_sq]
      nlinarith [mul_nonneg hvw (by linarith [Real.neg_one_le_cos (k * a)] :
        0 ≤ 1 + Real.cos (k * a))]
    simp only
    linarith

/-- For `v, a > 0`, the product of `2|v - w|` and the average metric tends to `a²v/8`
as `w → v` with `w ≠ v`. -/
theorem ssh_metric_divergence {v a : ℝ} (hv : 0 < v) (ha : 0 < a) :
    Tendsto (fun w => 2 * |v - w| *
      zoneAverage a (quantumMetric (lowerBand (hopping v w a)))) (𝓝[≠] v)
      (𝓝 (a ^ 2 * v / 8)) := by
  have hlim : Tendsto (fun w : ℝ => a ^ 2 * (v ^ 2 + w ^ 2) / (8 * (v + w))) (𝓝[≠] v)
      (𝓝 (a ^ 2 * v / 8)) := by
    have hc : ContinuousAt (fun w : ℝ => a ^ 2 * (v ^ 2 + w ^ 2) / (8 * (v + w))) v :=
      ContinuousAt.div (by fun_prop) (by fun_prop) (by positivity)
    have he : a ^ 2 * (v ^ 2 + v ^ 2) / (8 * (v + v)) = a ^ 2 * v / 8 := by
      rw [div_eq_div_iff (by positivity) (by norm_num)]
      ring
    rw [← he]
    exact hc.tendsto.mono_left nhdsWithin_le_nhds
  refine hlim.congr' ?_
  have hpos : ∀ᶠ w in 𝓝[≠] v, 0 < w := nhdsWithin_le_nhds (lt_mem_nhds hv)
  filter_upwards [hpos, self_mem_nhdsWithin] with w hw hne
  have hsub : v - w ≠ 0 := sub_ne_zero.2 (Ne.symm hne)
  have hsum : 0 < v + w := by positivity
  have hsq : v ^ 2 ≠ w ^ 2 := fun h =>
    mul_ne_zero hsub hsum.ne' (by linear_combination h)
  have hd : 0 < |v - w| := abs_pos.2 hsub
  rw [ssh_average_metric hsq ha, show v ^ 2 - w ^ 2 = (v - w) * (v + w) by ring, abs_mul,
    abs_of_pos hsum]
  generalize |v - w| = d at hd ⊢
  rw [← mul_div_assoc, div_eq_div_iff (by positivity) (by positivity)]
  ring

end

end SSHQuantumMetric
```

```lean
#print axioms SSHQuantumMetric.band_energies
#print axioms SSHQuantumMetric.ssh_average_metric
#print axioms SSHQuantumMetric.ssh_gap
#print axioms SSHQuantumMetric.ssh_metric_divergence
```

```
'SSHQuantumMetric.band_energies' depends on axioms: [propext, Classical.choice, Quot.sound]
'SSHQuantumMetric.ssh_average_metric' depends on axioms: [propext, Classical.choice, Quot.sound]
'SSHQuantumMetric.ssh_gap' depends on axioms: [propext, Classical.choice, Quot.sound]
'SSHQuantumMetric.ssh_metric_divergence' depends on axioms: [propext, Classical.choice, Quot.sound]
```

## How the lemmas divide the work

`band_energies` computes the determinant and checks the eigenvector. `hasDerivAt_phase` differentiates the modulus, then the quotient $q$; `metric_eq_phaseVelocity` inserts the result into the metric.

`hopping_eq` and `hopping_norm_sq` supply the real form of $h$ and $D$. In `ssh_metric`, the proof splits on the sign of the cosine, `nlinarith` excludes $h=0$ in each case, and `linear_combination` applies $\sin^2+\cos^2=1$ to the numerator of $p$.

In `integral_inv_sq`, `h1` and `h2` are the derivatives of $F$ and $S$, `alg` combines them, and the fundamental theorem of calculus evaluates the endpoints. `ssh_average_metric` substitutes $x=ka$. `ssh_gap` exhibits the minimum at $\pi/a$ and proves the lower bound. `ssh_metric_divergence` takes the limit of the simplified quotient, which is continuous at $w=v$, and transfers it by `congr'`.
